# For two fermion modes and (u, v) ≠ (0, 0), the states annihilated by ua − vb† and ub + va† are the multiples of the BCS state

A: Take the four-dimensional Fock space of two fermion modes a, b, and complex u, v, not both zero. The vectors annihilated by both p = ua − vb† and q = ub + va† are exactly the complex multiples of (u + v a†b†)|00⟩, and they form a space of dimension one. Real u, v with u² + v² = 1 are a special case.

Q: Before any Lean, how does that go by hand?

A: Write |n_a n_b⟩ for the occupation states and expand

x = x₀|00⟩ + x₁|01⟩ + x₂|10⟩ + x₃|11⟩.

With the signs a|11⟩ = |01⟩ and b|11⟩ = −|10⟩, we have a†b†|00⟩ = |11⟩, so the BCS state is u|00⟩ + v|11⟩. Applying p and q gives

px = u x₂|00⟩ + (u x₃ − v x₀)|01⟩ + v x₂|11⟩

qx = u x₁|00⟩ + (v x₀ − u x₃)|10⟩ + v x₁|11⟩.

Both vanish exactly when x₁ = x₂ = 0 and u x₃ = v x₀, because u or v is non-zero. If u ≠ 0, put c = x₀/u, and then x₃ = cv. If v ≠ 0, put c = x₃/v, and then x₀ = cu. Either way x = c(u, 0, 0, v). Conversely, every such x satisfies the conditions. The vector (u, 0, 0, v) is non-zero, so the dimension is one.

Q: Does the file contain these fermions, or just some convenient matrices?

```lean
import Mathlib

open Matrix

namespace BCSTwoModeVacuum

noncomputable section
```

A: It writes the modes as matrices on ℂ⁴, in the basis order above. The second carries the Jordan-Wigner sign.

```lean
/-- The Jordan-Wigner annihilator of the first mode, in the occupation basis
|00>, |01>, |10>, |11>. -/
def modeA : Matrix (Fin 4) (Fin 4) ℂ :=
  !![0, 0, 1, 0; 0, 0, 0, 1; 0, 0, 0, 0; 0, 0, 0, 0]

/-- The Jordan-Wigner annihilator of the second mode, with a minus sign when the first mode
is occupied. -/
def modeB : Matrix (Fin 4) (Fin 4) ℂ :=
  !![0, 1, 0, 0; 0, 0, 0, 0; 0, 0, 0, -1; 0, 0, 0, 0]

/-- The vacuum |00>. -/
def vac : Fin 4 → ℂ := ![1, 0, 0, 0]
```

A: The adjoint is the conjugate transpose `ᴴ`, written * in the comments. The next definitions are p, q and the BCS state, the last built by acting on the vacuum.

```lean
/-- The Bogoliubov operator p = u a - v b*. -/
def quasiP (u v : ℂ) : Matrix (Fin 4) (Fin 4) ℂ := u • modeA - v • modeBᴴ

/-- The Bogoliubov operator q = u b + v a*. -/
def quasiQ (u v : ℂ) : Matrix (Fin 4) (Fin 4) ℂ := u • modeB + v • modeAᴴ

/-- The BCS state (u + v a* b*)|00>. -/
def bcsState (u v : ℂ) : Fin 4 → ℂ :=
  (u • (1 : Matrix (Fin 4) (Fin 4) ℂ) + v • (modeAᴴ * modeBᴴ)) *ᵥ vac
```

A: "Annihilated by both" becomes an intersection `⊓` of two kernels, as a complex subspace.

```lean
/-- The space of states annihilated by both p and q. -/
def commonKernel (u v : ℂ) : Submodule ℂ (Fin 4 → ℂ) :=
  LinearMap.ker (quasiP u v).mulVecLin ⊓ LinearMap.ker (quasiQ u v).mulVecLin
```

Q: And the anticommutation relations?

A: They are proved, by comparing all sixteen entries of each matrix equation.

```lean
/-- The two Jordan-Wigner matrices satisfy the canonical anticommutation relations. -/
theorem jordanWigner_car :
    modeA * modeA = 0 ∧ modeB * modeB = 0 ∧ modeA * modeB + modeB * modeA = 0 ∧
    modeA * modeBᴴ + modeBᴴ * modeA = 0 ∧
    modeA * modeAᴴ + modeAᴴ * modeA = 1 ∧ modeB * modeBᴴ + modeBᴴ * modeB = 1 := by
  refine ⟨?_, ?_, ?_, ?_, ?_, ?_⟩ <;> ext i j <;>
    simp only [Matrix.add_apply, Matrix.mul_apply, Matrix.conjTranspose_apply,
      Fin.sum_univ_four] <;>
    fin_cases i <;> fin_cases j <;> simp [modeA, modeB]
```

Q: Are p and q fermions too?

A: Up to scale. In {p, p†} the cross terms contain {a, b} or its adjoint and vanish, leaving |u|² + |v|²; {q, q†} works the same way. In {p, q} the terms uv{a, a†} and −uv{b†, b} cancel, and {p, q†} has only vanishing terms. The squares vanish as well: p² = −uv{a, b†} = 0 and q² = uv{b, a†} = 0. Normalising to |u|² + |v|² = 1 therefore makes p and q canonical. Lean first computes their matrices, then checks the entries of the four anticommutators; the squares are left to the hand calculation.

```lean
/-- The matrix of p in the occupation basis. -/
theorem quasiP_eq (u v : ℂ) :
    quasiP u v = !![0, 0, u, 0; -v, 0, 0, u; 0, 0, 0, 0; 0, 0, v, 0] := by
  ext i j
  fin_cases i <;> fin_cases j <;> simp [quasiP, modeA, modeB]

/-- The matrix of q in the occupation basis. -/
theorem quasiQ_eq (u v : ℂ) :
    quasiQ u v = !![0, u, 0, 0; 0, 0, 0, 0; v, 0, 0, -u; 0, v, 0, 0] := by
  ext i j
  fin_cases i <;> fin_cases j <;> simp [quasiQ, modeA, modeB]

/-- The operators p and q anticommute with each other and p with q*, while p with p* and
q with q* anticommute to |u|² + |v|². -/
theorem quasi_car (u v : ℂ) :
    quasiP u v * quasiQ u v + quasiQ u v * quasiP u v = 0 ∧
    quasiP u v * (quasiQ u v)ᴴ + (quasiQ u v)ᴴ * quasiP u v = 0 ∧
    quasiP u v * (quasiP u v)ᴴ + (quasiP u v)ᴴ * quasiP u v
      = (u * star u + v * star v) • (1 : Matrix (Fin 4) (Fin 4) ℂ) ∧
    quasiQ u v * (quasiQ u v)ᴴ + (quasiQ u v)ᴴ * quasiQ u v
      = (u * star u + v * star v) • (1 : Matrix (Fin 4) (Fin 4) ℂ) := by
  rw [quasiP_eq, quasiQ_eq]
  refine ⟨?_, ?_, ?_, ?_⟩ <;> ext i j <;>
    simp only [Matrix.add_apply, Matrix.mul_apply, Matrix.conjTranspose_apply,
      Fin.sum_univ_four] <;>
    fin_cases i <;> fin_cases j <;> simp <;> ring
```

Q: Where does the kernel calculation start?

A: With the coordinates of the BCS state, followed by the conditions on x. There `congrFun` reads off components of px = 0 and qx = 0, and `h.elim` picks the non-zero amplitude to cancel.

```lean
/-- The BCS state has amplitude u on the empty state, v on the pair state, and no singly
occupied part. -/
theorem bcsState_eq (u v : ℂ) : bcsState u v = ![u, 0, 0, v] := by
  funext i
  fin_cases i <;>
    simp [bcsState, vac, modeA, modeB, Matrix.mulVec, dotProduct, Matrix.mul_apply,
      Matrix.one_apply, Fin.sum_univ_four]

/-- For u, v not both zero, p and q annihilate a state exactly when its singly occupied amplitudes
vanish and u times its pair amplitude equals v times its empty amplitude. -/
theorem annihilated_iff (u v : ℂ) (h : u ≠ 0 ∨ v ≠ 0) (x : Fin 4 → ℂ) :
    (quasiP u v *ᵥ x = 0 ∧ quasiQ u v *ᵥ x = 0) ↔
      (x 1 = 0 ∧ x 2 = 0 ∧ u * x 3 = v * x 0) := by
  rw [quasiP_eq, quasiQ_eq]
  constructor
  · rintro ⟨hp, hq⟩
    -- read off the components of the two vector equations
    have p0 : u * x 2 = 0 := by
      simpa [Matrix.mulVec, dotProduct, Fin.sum_univ_four] using congrFun hp 0
    have p1 : -(v * x 0) + u * x 3 = 0 := by
      simpa [Matrix.mulVec, dotProduct, Fin.sum_univ_four] using congrFun hp 1
    have p3 : v * x 2 = 0 := by
      simpa [Matrix.mulVec, dotProduct, Fin.sum_univ_four] using congrFun hp 3
    have q0 : u * x 1 = 0 := by
      simpa [Matrix.mulVec, dotProduct, Fin.sum_univ_four] using congrFun hq 0
    have q3 : v * x 1 = 0 := by
      simpa [Matrix.mulVec, dotProduct, Fin.sum_univ_four] using congrFun hq 3
    refine ⟨?_, ?_, by linear_combination p1⟩
    · exact h.elim (mul_eq_zero.mp q0).resolve_left (mul_eq_zero.mp q3).resolve_left
    · exact h.elim (mul_eq_zero.mp p0).resolve_left (mul_eq_zero.mp p3).resolve_left
  · rintro ⟨h1, h2, h3⟩
    constructor <;> funext i <;> fin_cases i <;>
      simp [Matrix.mulVec, dotProduct, Fin.sum_univ_four, h1, h2, h3]
```

Q: What turns those conditions into a span?

A: `Submodule.mem_span_singleton`. It says that x lies in the span of a single vector y exactly when some scalar c satisfies c • y = x. After `ext x` has reduced equality of subspaces to equivalence of membership, one direction has to supply c and the other checks that every multiple of the BCS vector meets the conditions. For the first, the split `rcases h` supplies x₀/u or x₃/v, as we did by hand. `finrank_span_singleton` then gives dimension one, once the BCS vector is shown to be non-zero.

```lean
/-- For complex u, v not both zero, the common kernel of p and q is spanned by the BCS state
and has dimension one. -/
theorem commonKernel_eq_span (u v : ℂ) (h : u ≠ 0 ∨ v ≠ 0) :
    commonKernel u v = Submodule.span ℂ {bcsState u v} ∧
      Module.finrank ℂ (commonKernel u v) = 1 := by
  have key : commonKernel u v = Submodule.span ℂ {bcsState u v} := by
    ext x
    rw [commonKernel, Submodule.mem_inf, LinearMap.mem_ker, LinearMap.mem_ker,
      Matrix.mulVecLin_apply, Matrix.mulVecLin_apply, annihilated_iff u v h,
      Submodule.mem_span_singleton, bcsState_eq]
    constructor
    · rintro ⟨h1, h2, h3⟩
      -- the coefficient is fixed by whichever amplitude is non-zero
      rcases h with hu | hv
      · have e3 : x 0 / u * v = x 3 := by
          rw [div_mul_eq_mul_div, div_eq_iff hu]
          linear_combination -h3
        refine ⟨x 0 / u, ?_⟩
        funext i
        fin_cases i <;> simp [h1, h2, e3, hu]
      · have e0 : x 3 / v * u = x 0 := by
          rw [div_mul_eq_mul_div, div_eq_iff hv]
          linear_combination h3
        refine ⟨x 3 / v, ?_⟩
        funext i
        fin_cases i <;> simp [h1, h2, e0, hv]
    · rintro ⟨c, rfl⟩
      refine ⟨by simp, by simp, ?_⟩
      show u * (c * v) = v * (c * u)
      ring
  refine ⟨key, ?_⟩
  rw [key]
  apply finrank_span_singleton
  intro hz
  rw [bcsState_eq] at hz
  exact h.elim (fun hu => hu (congrFun hz 0)) (fun hv => hv (congrFun hz 3))
```

Q: And real amplitudes?

A: They are read as complex numbers, and the span stays complex. The normalisation rules out u = v = 0, so the general theorem applies.

```lean
/-- For real u, v with u² + v² = 1, the common kernel of u a - v b* and u b + v a* is the line
spanned by (u + v a* b*)|00>. -/
theorem commonKernel_real (u v : ℝ) (h : u ^ 2 + v ^ 2 = 1) :
    commonKernel u v = Submodule.span ℂ {bcsState u v} ∧
      Module.finrank ℂ (commonKernel u v) = 1 := by
  apply commonKernel_eq_span
  by_cases hu : u = 0
  · right
    intro hv
    have hv' : v = 0 := Complex.ofReal_eq_zero.mp hv
    norm_num [hu, hv'] at h
  · exact Or.inl (Complex.ofReal_ne_zero.mpr hu)
```

Q: Physical states are normalised. Is the state then unique?

A: Up to a phase. If x = c(u, 0, 0, v) and both x and (u, v) are normalised, then

1 = |c|²(|u|² + |v|²) = |c|².

The theorem writes the squared norm of x as an explicit sum, and its proof makes this comparison.

```lean
/-- For |u|² + |v|² = 1, every normalised state annihilated by p and q is the BCS state times
a phase. -/
theorem unique_up_to_phase (u v : ℂ) (h : ‖u‖ ^ 2 + ‖v‖ ^ 2 = 1) (x : Fin 4 → ℂ)
    (hx : ∑ i, ‖x i‖ ^ 2 = 1) (hp : quasiP u v *ᵥ x = 0) (hq : quasiQ u v *ᵥ x = 0) :
    ∃ c : ℂ, ‖c‖ = 1 ∧ x = c • bcsState u v := by
  have h0 : u ≠ 0 ∨ v ≠ 0 := by
    by_cases hu : u = 0
    · right
      intro hv
      norm_num [hu, hv] at h
    · exact Or.inl hu
  have hm : x ∈ commonKernel u v :=
    Submodule.mem_inf.mpr ⟨LinearMap.mem_ker.mpr hp, LinearMap.mem_ker.mpr hq⟩
  rw [(commonKernel_eq_span u v h0).1, Submodule.mem_span_singleton] at hm
  obtain ⟨c, rfl⟩ := hm
  -- comparing norms leaves only a phase
  have hn : ‖c‖ ^ 2 * ‖u‖ ^ 2 + ‖c‖ ^ 2 * ‖v‖ ^ 2 = 1 := by
    simpa [bcsState_eq, Fin.sum_univ_four, mul_pow] using hx
  have hc : ‖c‖ ^ 2 = 1 := by linear_combination hn - ‖c‖ ^ 2 * h
  exact ⟨c, (pow_eq_one_iff_of_nonneg (norm_nonneg c) two_ne_zero).mp hc, rfl⟩
```

Q: Does the state show pairing?

A: Both number operators give 1 on |11⟩ and 0 on |00⟩, while ba|11⟩ = |00⟩. Sandwiching a†a, b†b and ba between the BCS vector and itself therefore gives |v|², |v|² and conj(u)v. When |u|² + |v|² = 1 these are the expectation values, and the last, the pair amplitude, is non-zero exactly when u and v both are.

```lean
/-- For the BCS vector s, not assumed normalised, the inner products of s with a*a s and with b*b s
are both |v|², and that of s with ba s is the conjugate of u times v. -/
theorem bcs_expectations (u v : ℂ) :
    star (bcsState u v) ⬝ᵥ ((modeAᴴ * modeA) *ᵥ bcsState u v) = star v * v ∧
    star (bcsState u v) ⬝ᵥ ((modeBᴴ * modeB) *ᵥ bcsState u v) = star v * v ∧
    star (bcsState u v) ⬝ᵥ ((modeB * modeA) *ᵥ bcsState u v) = star u * v := by
  rw [bcsState_eq]
  refine ⟨?_, ?_, ?_⟩ <;>
    simp [modeA, modeB, Matrix.mulVec, dotProduct, Matrix.mul_apply, Fin.sum_univ_four]

end

end BCSTwoModeVacuum
```

Q: So how much of BCS theory is this?

A: One pair of modes, such as k↑ and −k↓, with u and v given. It identifies the quasiparticle vacuum used in mean-field superconductivity for that single pair; there is no Hamiltonian, gap equation or many-pair product state.

```lean
#print axioms BCSTwoModeVacuum.bcsState_eq
#print axioms BCSTwoModeVacuum.commonKernel_real
#print axioms BCSTwoModeVacuum.unique_up_to_phase
#print axioms BCSTwoModeVacuum.bcs_expectations
```

```
'BCSTwoModeVacuum.bcsState_eq' depends on axioms: [propext, Classical.choice, Quot.sound]
'BCSTwoModeVacuum.commonKernel_real' depends on axioms: [propext, Classical.choice, Quot.sound]
'BCSTwoModeVacuum.unique_up_to_phase' depends on axioms: [propext, Classical.choice, Quot.sound]
'BCSTwoModeVacuum.bcs_expectations' depends on axioms: [propext, Classical.choice, Quot.sound]
```
